# Critical points of the energy quotient in a nonorthogonal basis are the nonzero solutions of $Hc = E\,Sc$

Let a real trial function be expanded in finitely many basis functions, with coefficient vector $c$. The Hamiltonian matrix $H$ is real and symmetric, as it is for a real Hamiltonian in a real basis. The overlap matrix $S$ is real, symmetric and positive definite, which says that the basis functions are linearly independent. The basis functions need be neither orthogonal nor normalised.

Write $\langle x,y\rangle=\sum_i x_i y_i$ for the plain scalar product of coefficient vectors, and $Q_A(x)=\langle x,Ax\rangle$ for the quadratic form of a matrix $A$. The energy quotient is

$$R(x)=\frac{Q_H(x)}{Q_S(x)}=\frac{\langle x,Hx\rangle}{\langle x,Sx\rangle},\qquad x\neq 0 .$$

The vector $c$ is not assumed to be normalised. It is a critical point of $R$ if $R$ is differentiable at $c$ and its derivative there is zero.

## The slope of the energy is the residual

For every nonzero $c$ and every direction $v$,

$$\left.\frac{d}{dt}R(c+tv)\right|_{t=0}=\frac{2}{\langle c,Sc\rangle}\,\bigl\langle v,\;Hc-R(c)\,Sc\bigr\rangle .$$

Consequently a nonzero $c$ is a critical point of $R$ if and only if

$$Hc=R(c)\,Sc .$$

If $Hc=E\,Sc$, the energy error of a nonzero trial vector $c+v$ is exactly

$$R(c+v)-E=\frac{\langle v,(H-E\,S)v\rangle}{\langle c+v,S(c+v)\rangle}.$$

## Where eigensolvers and basis-set codes use it

A linear variational calculation in atom-centred functions, with a fixed $H$ and a finite real basis, replaces the search for stationary energies by the generalized eigenvalue problem; the equivalence above justifies this. In a self-consistent-field calculation the Fock matrix depends on the coefficients, so the statement applies to one diagonalisation with that matrix held fixed, not to the whole iteration.

Many iterative eigensolvers compute the residual $r=Hc-R(c)\,Sc$. Up to the factor $2/\langle c,Sc\rangle$, it is the gradient of the energy with respect to the coefficients. A gradient routine can therefore be compared with finite differences of $R$. The choice of test vector matters: a missing $S$ in the term $R(c)\,Sc$ changes the gradient only if $R(c)\neq0$ and $Sc\neq c$, and a missing factor $1/\langle c,Sc\rangle$ changes it only if $r\neq0$ and $\langle c,Sc\rangle\neq1$, so a normalised test vector hides the second mistake.

The error formula bears on stopping criteria. Near a nonzero solution the energy error is of second order in the deviation $v$. If the entries of $H-E\,S$ and the number $\langle c,Sc\rangle$ are of order one, an energy correct to $10^{-10}$ may go with coefficients correct only to about $10^{-5}$. For a property whose error is linear in $v$, the size of the energy error can therefore be misleading. The residual at $c+v$ is $(H-E\,S)v$ to first order, so a test on it responds linearly to the deviation, except along directions that $H-E\,S$ sends to zero.

## From the quadratic form to the eigenvalue equation

**Expansion along a line.** For a symmetric matrix $A$, $\langle c,Av\rangle=\langle v,Ac\rangle$. Hence

$$\begin{aligned}
Q_A(c+tv)&=Q_A(c)+t\langle c,Av\rangle+t\langle v,Ac\rangle+t^2Q_A(v)\\
&=Q_A(c)+2t\langle v,Ac\rangle+t^2Q_A(v),
\end{aligned}$$

and the slope at $t=0$ is $2\langle v,Ac\rangle$.

**Quotient rule.** Since $c\neq0$ and $S$ is positive definite, $Q_S(c)>0$. The slope of $R$ along $v$ is

$$\frac{2\langle v,Hc\rangle\,Q_S(c)-2\langle v,Sc\rangle\,Q_H(c)}{Q_S(c)^2}
=\frac{2}{Q_S(c)}\bigl(\langle v,Hc\rangle-R(c)\langle v,Sc\rangle\bigr),$$

which is the stated formula.

**Critical point implies equation.** If the derivative vanishes, the slope is zero in every direction. Choose $v=r=Hc-R(c)\,Sc$. Then $\frac{2}{Q_S(c)}\langle r,r\rangle=0$, so $r=0$.

**Equation implies critical point.** If $r=0$, every directional slope vanishes. Zero slopes alone would not make a general function differentiable, but $R$ is a quotient of polynomials with nonzero denominator at $c$, so its derivative exists. That derivative is a linear map whose value on each $v$ is the slope along $v$, so it is zero.

**The energy is fixed by the vector.** If $c\neq 0$ and $Hc=E\,Sc$, taking the scalar product with $c$ gives $Q_H(c)=E\,Q_S(c)$, so $E=R(c)$.

**Minimisers.** If $R(c)\le R(x)$ for all nonzero $x$, then $c$ is a local minimum, because the nonzero vectors form an open set. The derivative exists and must vanish there, so $c$ solves the equation.

**Energy error.** Suppose $Hc=E\,Sc$. Expanding both quadratic forms at $t=1$ gives

$$\begin{aligned}
Q_H(c+v)-E\,Q_S(c+v)&=\bigl[Q_H(c)-E\,Q_S(c)\bigr]+2\langle v,Hc-E\,Sc\rangle\\
&\quad+Q_H(v)-E\,Q_S(v).
\end{aligned}$$

The first two terms vanish. Division by $Q_S(c+v)$ gives the error formula.

**Orthogonality.** Let $Hc=E\,Sc$ and $Hd=F\,Sd$. Symmetry of $H$ and $S$ gives

$$F\langle c,Sd\rangle=\langle c,Hd\rangle=\langle d,Hc\rangle=E\langle d,Sc\rangle=E\langle c,Sd\rangle ,$$

so $\langle c,Sd\rangle=0$ when $E\neq F$.

## The Lean file

```lean
import Mathlib

open Matrix

namespace NonorthogonalRayleighQuotient

noncomputable section

variable {n : Type*} [Fintype n]

/-- The quadratic form `⟨x, A x⟩` of a real matrix in the coefficients of a trial function. -/
def quadForm (A : Matrix n n ℝ) (x : n → ℝ) : ℝ := x ⬝ᵥ A *ᵥ x

/-- The energy quotient `⟨x, H x⟩ / ⟨x, S x⟩` of a trial function expanded in a basis with
overlap matrix `S`. -/
def rayleigh (H S : Matrix n n ℝ) (x : n → ℝ) : ℝ := quadForm H x / quadForm S x

/-- A symmetric matrix can be moved from one side of the scalar product to the other. -/
theorem dot_mulVec_symm {A : Matrix n n ℝ} (hA : A.IsSymm) (x y : n → ℝ) :
    x ⬝ᵥ A *ᵥ y = y ⬝ᵥ A *ᵥ x := by
  rw [Matrix.dotProduct_mulVec, ← Matrix.mulVec_transpose, hA.eq, dotProduct_comm]

/-- Along the line `c + t v` the quadratic form of a symmetric matrix is a quadratic
polynomial in `t`. -/
theorem quadForm_line {A : Matrix n n ℝ} (hA : A.IsSymm) (c v : n → ℝ) (t : ℝ) :
    quadForm A (c + t • v) =
      quadForm A c + 2 * t * (v ⬝ᵥ A *ᵥ c) + t ^ 2 * quadForm A v := by
  simp only [quadForm, Matrix.mulVec_add, Matrix.mulVec_smul, add_dotProduct, dotProduct_add,
    smul_dotProduct, dotProduct_smul, smul_eq_mul]
  linear_combination t * dot_mulVec_symm hA c v

/-- A nonzero trial function has positive squared norm in the overlap metric. -/
theorem quadForm_pos {S : Matrix n n ℝ} (hS : S.PosDef) {c : n → ℝ} (hc : c ≠ 0) :
    0 < quadForm S c := by
  have h := hS.dotProduct_mulVec_pos hc
  rw [star_trivial] at h
  exact h

/-- The slope of the energy quotient in the direction `v` is the scalar product of `v` with
the residual `H c - E S c`, times `2 / ⟨c, S c⟩`, where `E` is the quotient at `c`. -/
theorem rayleigh_hasDerivAt_line {H S : Matrix n n ℝ} (hH : H.IsSymm) (hS : S.PosDef)
    {c : n → ℝ} (hc : c ≠ 0) (v : n → ℝ) :
    HasDerivAt (fun t : ℝ => rayleigh H S (c + t • v))
      (2 / quadForm S c * (v ⬝ᵥ (H *ᵥ c - rayleigh H S c • (S *ᵥ c)))) 0 := by
  have hSs : S.IsSymm :=
    (Matrix.conjTranspose_eq_transpose_of_trivial S).symm.trans hS.isHermitian.eq
  have hne : quadForm S c ≠ 0 := (quadForm_pos hS hc).ne'
  -- the slope of each quadratic form at `t = 0`
  have key : ∀ A : Matrix n n ℝ, A.IsSymm →
      HasDerivAt (fun t : ℝ => quadForm A (c + t • v)) (2 * (v ⬝ᵥ A *ᵥ c)) 0 := by
    intro A hA
    have e : (fun t : ℝ => quadForm A (c + t • v)) = fun t : ℝ =>
        quadForm A c + 2 * t * (v ⬝ᵥ A *ᵥ c) + t ^ 2 * quadForm A v :=
      funext fun t => quadForm_line hA c v t
    rw [e]
    have h := ((((hasDerivAt_id' (0 : ℝ)).const_mul 2).mul_const (v ⬝ᵥ A *ᵥ c)).const_add
      (quadForm A c)).fun_add (((hasDerivAt_id' (0 : ℝ)).fun_pow 2).mul_const (quadForm A v))
    exact h.congr_deriv (by simp)
  -- the quotient rule
  have hq := (key H hH).fun_div (key S hSs) (by simpa only [zero_smul, add_zero] using hne)
  refine hq.congr_deriv ?_
  simp only [zero_smul, add_zero, rayleigh, dotProduct_sub, dotProduct_smul, smul_eq_mul]
  field_simp

/-- The energy quotient is differentiable at every nonzero coefficient vector. -/
theorem rayleigh_differentiableAt (H : Matrix n n ℝ) {S : Matrix n n ℝ} (hS : S.PosDef)
    {c : n → ℝ} (hc : c ≠ 0) : DifferentiableAt ℝ (rayleigh H S) c := by
  have hd : ∀ A : Matrix n n ℝ, DifferentiableAt ℝ (quadForm A) c := by
    intro A
    have e : quadForm A = fun x : n → ℝ => ∑ i, x i * ∑ j, A i j * x j := rfl
    rw [e]
    fun_prop
  have e : rayleigh H S = fun x => quadForm H x * (quadForm S x)⁻¹ :=
    funext fun x => div_eq_mul_inv _ _
  rw [e]
  exact (hd H).mul ((hd S).inv (quadForm_pos hS hc).ne')

/-- A nonzero coefficient vector `c` is a critical point of the energy quotient if and only if
`H c = E S c`, where `E` is the value of the quotient at `c`. -/
theorem critical_iff_generalized_eigenvector {H S : Matrix n n ℝ} (hH : H.IsSymm)
    (hS : S.PosDef) {c : n → ℝ} (hc : c ≠ 0) :
    HasFDerivAt (rayleigh H S) (0 : (n → ℝ) →L[ℝ] ℝ) c ↔
      H *ᵥ c = rayleigh H S c • (S *ᵥ c) := by
  constructor
  · intro h
    -- vary along the residual itself
    have h0 := HasDerivAt.unique (h.hasLineDerivAt (H *ᵥ c - rayleigh H S c • (S *ᵥ c)))
      (rayleigh_hasDerivAt_line hH hS hc _)
    have hs : 2 / quadForm S c ≠ 0 := div_ne_zero two_ne_zero (quadForm_pos hS hc).ne'
    have h1 := (mul_eq_zero.mp h0.symm).resolve_left hs
    exact sub_eq_zero.mp (dotProduct_self_eq_zero.mp h1)
  · intro h
    have hd := (rayleigh_differentiableAt H hS hc).hasFDerivAt
    -- every directional slope vanishes, hence so does the derivative
    have hz : fderiv ℝ (rayleigh H S) c = 0 := by
      refine ContinuousLinearMap.ext fun v => ?_
      have h1 := HasDerivAt.unique (hd.hasLineDerivAt v) (rayleigh_hasDerivAt_line hH hS hc v)
      rw [h1, sub_eq_zero.mpr h, dotProduct_zero, mul_zero]
      rfl
    rwa [hz] at hd

/-- If a nonzero vector satisfies `H c = E S c` for some number `E`, then `E` is the energy
quotient at `c`. -/
theorem energy_eq_rayleigh {H S : Matrix n n ℝ} (hS : S.PosDef) {c : n → ℝ} (hc : c ≠ 0)
    {E : ℝ} (h : H *ᵥ c = E • (S *ᵥ c)) : E = rayleigh H S c := by
  rw [rayleigh, eq_div_iff (quadForm_pos hS hc).ne']
  simp only [quadForm, h, dotProduct_smul, smul_eq_mul]

/-- A trial vector that minimises the energy quotient among all nonzero vectors solves the
generalized eigenvalue equation. -/
theorem minimizer_generalized_eigenvector {H S : Matrix n n ℝ} (hH : H.IsSymm)
    (hS : S.PosDef) {c : n → ℝ} (hc : c ≠ 0)
    (hmin : ∀ x : n → ℝ, x ≠ 0 → rayleigh H S c ≤ rayleigh H S x) :
    H *ᵥ c = rayleigh H S c • (S *ᵥ c) := by
  have hloc : IsLocalMin (rayleigh H S) c :=
    Filter.Eventually.mono (isOpen_ne.mem_nhds hc) fun x hx => hmin x hx
  have hd := (rayleigh_differentiableAt H hS hc).hasFDerivAt
  rw [hloc.fderiv_eq_zero] at hd
  exact (critical_iff_generalized_eigenvector hH hS hc).mp hd

/-- If `H c = E S c`, the energy error of the trial vector `c + v` is exactly the quadratic form of
`H - E S` in the deviation `v`, divided by `⟨c + v, S (c + v)⟩`. -/
theorem energy_error {H S : Matrix n n ℝ} (hH : H.IsSymm) (hS : S.PosDef) {c v : n → ℝ}
    {E : ℝ} (h : H *ᵥ c = E • (S *ᵥ c)) (hcv : c + v ≠ 0) :
    rayleigh H S (c + v) - E = quadForm (H - E • S) v / quadForm S (c + v) := by
  have hSs : S.IsSymm :=
    (Matrix.conjTranspose_eq_transpose_of_trivial S).symm.trans hS.isHermitian.eq
  have hne : quadForm S (c + v) ≠ 0 := (quadForm_pos hS hcv).ne'
  have hHx := quadForm_line hH c v 1
  have hSx := quadForm_line hSs c v 1
  rw [one_smul] at hHx hSx
  have h0 : quadForm H c = E * quadForm S c := by
    simp only [quadForm, h, dotProduct_smul, smul_eq_mul]
  have h1 : v ⬝ᵥ H *ᵥ c = E * (v ⬝ᵥ S *ᵥ c) := by
    rw [h, dotProduct_smul, smul_eq_mul]
  have h2 : quadForm (H - E • S) v = quadForm H v - E * quadForm S v := by
    simp only [quadForm, Matrix.sub_mulVec, Matrix.smul_mulVec, dotProduct_sub,
      dotProduct_smul, smul_eq_mul]
  -- the terms linear in the deviation cancel
  rw [eq_div_iff hne, sub_mul, rayleigh, div_mul_cancel₀ _ hne]
  linear_combination hHx - E * hSx + h0 + 2 * h1 - h2

/-- Solutions of the generalized eigenvalue equation with different energies are orthogonal in
the overlap metric. -/
theorem overlap_orthogonal {H S : Matrix n n ℝ} (hH : H.IsSymm) (hS : S.IsSymm)
    {c d : n → ℝ} {E F : ℝ} (hc : H *ᵥ c = E • (S *ᵥ c)) (hd : H *ᵥ d = F • (S *ᵥ d))
    (hEF : E ≠ F) : c ⬝ᵥ S *ᵥ d = 0 := by
  have h := dot_mulVec_symm hH c d
  rw [hc, hd, dotProduct_smul, dotProduct_smul, smul_eq_mul, smul_eq_mul,
    dot_mulVec_symm hS d c] at h
  have h1 : (E - F) * (c ⬝ᵥ S *ᵥ d) = 0 := by linear_combination -h
  exact (mul_eq_zero.mp h1).resolve_left (sub_ne_zero.mpr hEF)

end

end NonorthogonalRayleighQuotient
```

```lean
#print axioms NonorthogonalRayleighQuotient.critical_iff_generalized_eigenvector
#print axioms NonorthogonalRayleighQuotient.minimizer_generalized_eigenvector
#print axioms NonorthogonalRayleighQuotient.energy_error
#print axioms NonorthogonalRayleighQuotient.overlap_orthogonal
```

```
'NonorthogonalRayleighQuotient.critical_iff_generalized_eigenvector' depends on axioms: [propext, Classical.choice, Quot.sound]
'NonorthogonalRayleighQuotient.minimizer_generalized_eigenvector' depends on axioms: [propext, Classical.choice, Quot.sound]
'NonorthogonalRayleighQuotient.energy_error' depends on axioms: [propext, Classical.choice, Quot.sound]
'NonorthogonalRayleighQuotient.overlap_orthogonal' depends on axioms: [propext, Classical.choice, Quot.sound]
```

## How the statements map to the physics

The type `n` labels the basis functions and may be any finite type. A coefficient vector is a function `n → ℝ`, `A *ᵥ x` is the matrix acting on it, and `⬝ᵥ` is the plain scalar product. The definitions `quadForm` and `rayleigh` are $Q_A$ and $R$. The hypothesis `H.IsSymm` is symmetry of the Hamiltonian matrix; `S.PosDef` contains both the symmetry of the overlap matrix and its positivity.

The main theorem, `critical_iff_generalized_eigenvector`, takes these two hypotheses and `c ≠ 0`. Its left side says that `rayleigh H S` has a Fréchet derivative at `c`, and that this derivative is the zero linear map. A point where the derivative fails to exist does not count as critical. The right side is the eigenvalue equation with the quotient's own value as the energy.

The other theorems differ slightly in what they need. `energy_eq_rayleigh` does not use symmetry of `H`. `energy_error` requires `c + v` to be nonzero, but the deviation `v` need not be small. `overlap_orthogonal` requires both matrices to be symmetric, but does not require `S` to be positive definite.

## How the proofs follow the derivation

`dot_mulVec_symm` moves a symmetric matrix across the scalar product, and `quadForm_line` uses it to combine the two cross terms. `quadForm_pos` supplies the positive denominator.

In `rayleigh_hasDerivAt_line`, the intermediate statement `key` differentiates the quadratic polynomial for an arbitrary symmetric matrix. It is applied to `H` and to `S`, the quotient rule `fun_div` joins the results, and `field_simp` brings the slope into residual form. `rayleigh_differentiableAt` writes the quadratic forms as finite sums, which `fun_prop` recognises as differentiable, and then treats the quotient as a product with an inverse.

Both directions of the main theorem compare two expressions for the same slope: one from the full derivative, through `hasLineDerivAt`, and one from the explicit formula. `HasDerivAt.unique` makes them equal. In the forward direction the line runs along the residual, and `dotProduct_self_eq_zero` turns zero squared length into a zero vector. In the reverse direction `ContinuousLinearMap.ext` reduces the vanishing of the derivative to its value on each `v`.

`minimizer_generalized_eigenvector` obtains a local minimum from `isOpen_ne`, sets the derivative to zero and applies the main theorem. In `energy_error`, the final `linear_combination` adds the two expansions with the weights used by hand, so that the constant and linear terms cancel. `overlap_orthogonal` derives $(E-F)\langle c,Sd\rangle=0$ and divides out the nonzero factor.

## Exact algebra, not existence or convergence

The theorems concern exact real matrices of finite size. They do not show that a minimiser or any other critical point exists: `minimizer_generalized_eigenvector` starts from a vector already assumed to be minimal. A critical point may also be a maximum or a saddle, so a vanishing residual does not identify the ground state.

Complex Hermitian matrices, as they occur with magnetic fields or at general Bloch vectors, are not treated. Neither are rounding errors, the convergence of an iterative solver, or the distance between a finite-basis energy and the energy of the full Hamiltonian. A nearly linearly dependent basis still satisfies `S.PosDef`, however badly conditioned the numerical problem has become.

## One basis function, and two ways to lose the result

The examples here are plain arithmetic and not part of the file. With a single basis function, $H=(h)$ and $S=(s)$ with $s>0$. Then $R(x)=h/s$ for every $x\neq0$. The quotient is constant, every nonzero coefficient is a critical point, and the equation reads $hc=(h/s)\,sc$.

Without symmetry of $H$, both directions of the equivalence fail. Take $S$ to be the identity and

$$H=\begin{pmatrix}0&1\\0&0\end{pmatrix},\qquad R(x)=\frac{x_1x_2}{x_1^2+x_2^2}.$$

At $c=(1,1)$ the quotient has its maximum, $1/2$, but $Hc=(1,0)$ is not $\tfrac12 c$. At $c=(1,0)$ the equation holds with $R(c)=0$, yet $R(1,t)=t/(1+t^2)$ has slope $1$ at $t=0$. The quotient depends only on the symmetric part of $H$, whereas the equation involves all of it. A code that fills only one triangle of $H$ and then multiplies by the full array runs into this case.

If $S$ is only positive semidefinite, the energy may no longer be determined by the vector. For $H=S=\mathrm{diag}(1,0)$ and $c=(0,1)$, both $Hc$ and $Sc$ vanish, so $Hc=E\,Sc$ holds for every $E$, while the quotient at $c$ is $0/0$. This is the situation of an exactly linearly dependent basis: $c$ describes the zero function although its coefficients are not all zero.
